# Elements of the group algebra of Sₙ that commute with all permutations fixing one site commute with each other

On three sites, the cyclic permutation 1 → 2 → 3 → 1 is turned into its inverse by exchanging 1 and 2, and this exchange leaves site 3 in place. The same reflection of cycles works for any permutation and any chosen site, and for finitely many sites it forces the elements described in the title to commute with each other.

```lean
import Mathlib

open MonoidAlgebra (of)

namespace MultiplicityFreeBranching

noncomputable section

variable {G : Type*} [Group G]

/-- The elements of the complex group algebra of `G` that commute with every element of the
subgroup `H`. -/
def commutant (H : Subgroup G) : Subalgebra ℂ (MonoidAlgebra ℂ G) :=
  Subalgebra.centralizer ℂ ((fun g => of ℂ G g) '' (H : Set G))

/-- The twirl: the average of `h x h⁻¹` over all `h` in the finite subgroup `H`. -/
def twirl (H : Subgroup G) [Fintype H] : MonoidAlgebra ℂ G →ₗ[ℂ] MonoidAlgebra ℂ G where
  toFun x := (Fintype.card H : ℂ)⁻¹ • ∑ h : H, of ℂ G (h : G) * x * of ℂ G (h : G)⁻¹
  map_add' x y := by
    simp only [mul_add, add_mul, Finset.sum_add_distrib, smul_add]
  map_smul' r x := by
    simp only [mul_smul_comm, smul_mul_assoc, ← Finset.smul_sum, RingHom.id_apply]
    rw [smul_comm]

/-- Inversion of group elements, as an algebra map into the algebra with opposite product. -/
def reverseHom : MonoidAlgebra ℂ G →ₐ[ℂ] (MonoidAlgebra ℂ G)ᵐᵒᵖ :=
  MonoidAlgebra.lift _ _ _
    { toFun := fun g => MulOpposite.op (of ℂ G g⁻¹)
      map_one' := by rw [inv_one, map_one, MulOpposite.op_one]
      map_mul' := fun g h => by rw [mul_inv_rev, map_mul, MulOpposite.op_mul] }

/-- Reversal: the linear map of the group algebra that replaces each group element by its
inverse. -/
def reverse : MonoidAlgebra ℂ G →ₗ[ℂ] MonoidAlgebra ℂ G :=
  (MulOpposite.opLinearEquiv ℂ).symm.toLinearMap ∘ₗ reverseHom.toLinearMap

/-- Reversal sends a group element to its inverse. -/
theorem reverse_of (g : G) : reverse (of ℂ G g) = of ℂ G g⁻¹ := by
  change (reverseHom (of ℂ G g)).unop = of ℂ G g⁻¹
  simp [reverseHom]

/-- Reversal exchanges the order of a product. -/
theorem reverse_mul (x y : MonoidAlgebra ℂ G) :
    reverse (x * y) = reverse y * reverse x := by
  change (reverseHom (x * y)).unop = _
  rw [map_mul]
  rfl

/-- A twirled element commutes with every element of the finite subgroup `H`. -/
theorem twirl_mem (H : Subgroup G) [Fintype H] (x : MonoidAlgebra ℂ G) :
    twirl H x ∈ commutant H := by
  refine (Subalgebra.mem_centralizer_iff ℂ).2 ?_
  rintro _ ⟨k, hk, rfl⟩
  simp only [twirl, LinearMap.coe_mk, AddHom.coe_mk, mul_smul_comm, smul_mul_assoc,
    Finset.mul_sum, Finset.sum_mul]
  congr 1
  -- relabel the average by `h ↦ k h`
  refine Fintype.sum_equiv (Equiv.mulLeft (⟨k, hk⟩ : H)) _ _ (fun h => ?_)
  have e : of ℂ G (k * (h : G))⁻¹ * of ℂ G k = of ℂ G (h : G)⁻¹ := by
    rw [← map_mul, mul_inv_rev, inv_mul_cancel_right]
  change of ℂ G k * (of ℂ G (h : G) * x * of ℂ G (h : G)⁻¹)
    = of ℂ G (k * (h : G)) * x * of ℂ G (k * (h : G))⁻¹ * of ℂ G k
  rw [mul_assoc _ _ (of ℂ G k), e, map_mul]
  simp only [mul_assoc]

/-- If the image of `x` in a representation commutes with the finite subgroup `H`, then
twirling `x` over `H` does not change that image. -/
theorem map_twirl (H : Subgroup G) [Fintype H] {B : Type*} [Ring B] [Algebra ℂ B]
    (φ : MonoidAlgebra ℂ G →ₐ[ℂ] B) (x : MonoidAlgebra ℂ G)
    (hx : ∀ h ∈ H, φ (of ℂ G h) * φ x = φ x * φ (of ℂ G h)) :
    φ (twirl H x) = φ x := by
  have term : ∀ h : H, φ (of ℂ G (h : G) * x * of ℂ G (h : G)⁻¹) = φ x := by
    intro h
    have e : φ (of ℂ G (h : G)) * φ (of ℂ G (h : G)⁻¹) = 1 := by
      rw [← map_mul, ← map_mul, mul_inv_cancel, map_one, map_one]
    rw [map_mul, map_mul, hx h h.2, mul_assoc, e, mul_one]
  simp only [twirl, LinearMap.coe_mk, AddHom.coe_mk]
  rw [map_smul, map_sum, Finset.sum_congr rfl (fun h _ => term h), Finset.sum_const,
    Finset.card_univ, ← Nat.cast_smul_eq_nsmul ℂ, smul_smul, inv_mul_cancel₀, one_smul]
  exact Nat.cast_ne_zero.2 Fintype.card_ne_zero

/-- If every group element is conjugate to its inverse by an element of the finite subgroup
`H`, then every twirled element is unchanged by reversal. -/
theorem reverse_twirl (H : Subgroup G) [Fintype H]
    (hconj : ∀ g : G, ∃ k ∈ H, k * g * k⁻¹ = g⁻¹) (x : MonoidAlgebra ℂ G) :
    reverse (twirl H x) = twirl H x := by
  refine MonoidAlgebra.induction_on
    (motive := fun x => reverse (twirl H x) = twirl H x) x ?_ ?_ ?_
  · intro g
    change reverse (twirl H (of ℂ G g)) = twirl H (of ℂ G g)
    obtain ⟨k, hk, e⟩ := hconj g
    have tw : twirl H (of ℂ G g) = (Fintype.card H : ℂ)⁻¹ •
        ∑ h : H, of ℂ G ((h : G) * g * (h : G)⁻¹) := by
      simp only [twirl, LinearMap.coe_mk, AddHom.coe_mk, map_mul]
    rw [tw, map_smul, map_sum]
    congr 1
    -- relabel the average by `h ↦ h k`, where `k` inverts `g`
    refine Fintype.sum_equiv (Equiv.mulRight (⟨k, hk⟩ : H)) _ _ (fun h => ?_)
    have e2 : ((h : G) * g * (h : G)⁻¹)⁻¹ = ((h : G) * k) * g * ((h : G) * k)⁻¹ := by
      calc ((h : G) * g * (h : G)⁻¹)⁻¹ = (h : G) * g⁻¹ * (h : G)⁻¹ := by group
        _ = ((h : G) * k) * g * ((h : G) * k)⁻¹ := by rw [← e]; group
    rw [reverse_of, e2]
    rfl
  · intro u v hu hv
    rw [map_add, map_add, hu, hv]
  · intro r u hu
    rw [map_smul, map_smul, hu]

/-- If every element of a finite group is conjugate to its inverse by an element of the
subgroup `H`, then the group-algebra elements commuting with `H` commute with each other. -/
theorem commutant_comm [Finite G] (H : Subgroup G)
    (hconj : ∀ g : G, ∃ k ∈ H, k * g * k⁻¹ = g⁻¹) {x y : MonoidAlgebra ℂ G}
    (hx : x ∈ commutant H) (hy : y ∈ commutant H) : x * y = y * x := by
  have : Fintype H := Fintype.ofFinite H
  have fix : ∀ z ∈ commutant H, reverse z = z := by
    intro z hz
    have t : twirl H z = z := map_twirl H (AlgHom.id ℂ _) z
      (fun h hh => (Subalgebra.mem_centralizer_iff ℂ).1 hz _ ⟨h, hh, rfl⟩)
    rw [← t]
    exact reverse_twirl H hconj z
  calc x * y = reverse (x * y) := (fix _ (mul_mem hx hy)).symm
    _ = reverse y * reverse x := reverse_mul x y
    _ = y * x := by rw [fix x hx, fix y hy]

variable {α : Type*}

/-- Every permutation `g` of the sites is conjugate to its inverse by a permutation that
leaves a chosen site `a` in place. -/
theorem exists_conj_inv_fixing (g : Equiv.Perm α) (a : α) :
    ∃ h : Equiv.Perm α, h a = a ∧ h * g * h⁻¹ = g⁻¹ := by
  classical
  -- a base point `r x` on the cycle of each `x`, equal to `a` on the cycle of `a`
  obtain ⟨r, hr, hrc, hra⟩ : ∃ r : α → α, (∀ x, g.SameCycle (r x) x) ∧
      (∀ x y, g.SameCycle x y → r x = r y) ∧ r a = a := by
    have : Nonempty α := ⟨a⟩
    let P : α → α → Prop := fun x y => g.SameCycle y x ∧ (g.SameCycle a x → y = a)
    have hP : ∀ x, P x (Classical.epsilon (P x)) := by
      intro x
      apply Classical.epsilon_spec
      by_cases h : g.SameCycle a x
      · exact ⟨a, h, fun _ => rfl⟩
      · exact ⟨x, Equiv.Perm.SameCycle.refl _ _, fun h' => absurd h' h⟩
    refine ⟨fun x => Classical.epsilon (P x), fun x => (hP x).1, fun x y h => ?_,
      (hP a).2 (Equiv.Perm.SameCycle.refl _ _)⟩
    have e : P x = P y := funext fun z => propext
      ⟨fun u => ⟨u.1.trans h, fun v => u.2 (v.trans h.symm)⟩,
        fun u => ⟨u.1.trans h.symm, fun v => u.2 (v.trans h)⟩⟩
    change Classical.epsilon (P x) = Classical.epsilon (P y)
    rw [e]
  have hk0 : ∀ x, ∃ i : ℤ, (g ^ i) (r x) = x := fun x => hr x
  choose k hk using hk0
  have add : ∀ (i j : ℤ) (y : α), (g ^ i) ((g ^ j) y) = (g ^ (i + j)) y := by
    intro i j y
    rw [zpow_add, Equiv.Perm.mul_apply]
  -- the reflection `g ^ i r ↦ g ^ (-i) r` of each cycle is well defined
  obtain ⟨f, hf⟩ : ∃ f : α → α, ∀ (x : α) (i : ℤ), (g ^ i) (r x) = x →
      f x = (g ^ (-i)) (r x) := by
    refine ⟨fun x => (g ^ (-k x)) (r x), fun x i hi => ?_⟩
    have e : (g ^ (-k x - i)) ((g ^ i) (r x)) = (g ^ (-k x - i)) ((g ^ k x) (r x)) :=
      congrArg (fun z => (g ^ (-k x - i)) z) (hi.trans (hk x).symm)
    rw [add, add, show -k x - i + i = -k x by ring,
      show -k x - i + k x = -i by ring] at e
    exact e
  have rf : ∀ x, r (f x) = r x := by
    intro x
    have s : g.SameCycle (r x) (f x) := ⟨-k x, (hf x _ (hk x)).symm⟩
    exact hrc _ _ (s.symm.trans (hr x))
  have hff : ∀ x, f (f x) = x := by
    intro x
    have h1 : (g ^ (-k x)) (r (f x)) = f x := by
      rw [rf x]
      exact (hf x _ (hk x)).symm
    rw [hf (f x) _ h1, rf x, neg_neg, hk x]
  have hfg : ∀ x, f (g x) = g⁻¹ (f x) := by
    intro x
    have s : g.SameCycle x (g x) := ⟨1, by rw [zpow_one]⟩
    have rg : r (g x) = r x := (hrc _ _ s).symm
    have h1 : (g ^ (1 + k x)) (r (g x)) = g x := by
      rw [rg, ← add, hk x, zpow_one]
    rw [hf (g x) _ h1, rg, hf x _ (hk x), ← zpow_neg_one g, add, neg_add]
  have fa : f a = a := by
    have h0 : (g ^ (0 : ℤ)) (r a) = a := by simp [hra]
    rw [hf a 0 h0, neg_zero, h0]
  refine ⟨Function.Involutive.toPerm f hff, fa, ?_⟩
  rw [mul_inv_eq_iff_eq_mul]
  exact Equiv.ext fun x => hfg x

/-- For finitely many sites, the elements of the complex group algebra of all permutations
that commute with every permutation fixing the site `a` form a commutative algebra. -/
theorem site_commutant_comm [Finite α] (a : α) {x y : MonoidAlgebra ℂ (Equiv.Perm α)}
    (hx : x ∈ commutant (MulAction.stabilizer (Equiv.Perm α) a))
    (hy : y ∈ commutant (MulAction.stabilizer (Equiv.Perm α) a)) : x * y = y * x := by
  refine commutant_comm _ (fun g => ?_) hx hy
  obtain ⟨h, ha, e⟩ := exists_conj_inv_fixing g a
  exact ⟨h, MulAction.mem_stabilizer_iff.2 ha, e⟩

/-- Let the group algebra of the permutations of finitely many sites map onto an algebra `B`.
Then any two elements of `B` that commute with all permutations fixing the site `a` commute
with each other. -/
theorem branching_commutant_comm [Finite α] (a : α) {B : Type*} [Ring B] [Algebra ℂ B]
    (φ : MonoidAlgebra ℂ (Equiv.Perm α) →ₐ[ℂ] B) (hφ : Function.Surjective φ) (b c : B)
    (hb : ∀ h : Equiv.Perm α, h a = a → φ (of ℂ _ h) * b = b * φ (of ℂ _ h))
    (hc : ∀ h : Equiv.Perm α, h a = a → φ (of ℂ _ h) * c = c * φ (of ℂ _ h)) :
    b * c = c * b := by
  obtain ⟨x, rfl⟩ := hφ b
  obtain ⟨y, rfl⟩ := hφ c
  let H := MulAction.stabilizer (Equiv.Perm α) a
  have : Fintype H := Fintype.ofFinite H
  -- replace the preimages by their twirls, which lie in the commutant
  have ex : φ (twirl H x) = φ x :=
    map_twirl H φ x (fun h hh => hb h (MulAction.mem_stabilizer_iff.1 hh))
  have ey : φ (twirl H y) = φ y :=
    map_twirl H φ y (fun h hh => hc h (MulAction.mem_stabilizer_iff.1 hh))
  have key := congrArg φ (site_commutant_comm a (twirl_mem H x) (twirl_mem H y))
  rw [map_mul, map_mul, ex, ey] at key
  exact key

/-- On three sites, no permutation fixing the sites 0 and 1 conjugates the cyclic permutation
`(0 1)(1 2)` to its inverse. -/
theorem two_fixed_sites_fail (h : Equiv.Perm (Fin 3)) (h0 : h 0 = 0) (h1 : h 1 = 1) :
    h * (Equiv.swap 0 1 * Equiv.swap 1 2) * h⁻¹ ≠ (Equiv.swap 0 1 * Equiv.swap 1 2)⁻¹ := by
  revert h
  decide

end

end MultiplicityFreeBranching
```

```lean
#print axioms MultiplicityFreeBranching.branching_commutant_comm
#print axioms MultiplicityFreeBranching.two_fixed_sites_fail
```

```
'MultiplicityFreeBranching.branching_commutant_comm' depends on axioms: [propext, Classical.choice, Quot.sound]
'MultiplicityFreeBranching.two_fixed_sites_fail' depends on axioms: [propext, Classical.choice, Quot.sound]
```

## One site held fixed

When many-electron spin functions are built by adding one electron at a time, each symmetry type of the n-electron system is split according to the symmetry types of the first n − 1 electrons. The question is whether one of the smaller types can occur twice, which would leave the labelling ambiguous.

The sites, here the electron labels, form a type `α`, and `Equiv.Perm α` is the group of their permutations. The case of Sₙ is n sites with `a` the last one. Products act from right to left. An element of `MonoidAlgebra ℂ G` is a finite sum ∑ c_g g with complex coefficients, and `of ℂ G g` is the group element g seen in that algebra. The subgroup `MulAction.stabilizer (Equiv.Perm α) a` contains the permutations that fix `a`; for n sites it is a copy of Sₙ₋₁.

For a subgroup H, `commutant H` is the set of group-algebra elements that commute with every member of H. The word often refers to operators on a Hilbert space; here it means a subalgebra of the group algebra itself.

Three theorems carry the result:

- `exists_conj_inv_fixing`: for every permutation g and site a there is a permutation h with h a = a and h g h⁻¹ = g⁻¹. The set of sites may be infinite.
- `site_commutant_comm`: for finitely many sites, any two elements x and y of the commutant of the stabilizer satisfy xy = yx.
- `branching_commutant_comm`: for finitely many sites, if an algebra map φ sends the group algebra onto an algebra B, then any two elements of B that commute with the images of all permutations fixing a commute with each other.

## Spin functions and the branching diagram

For N electrons, the spin functions with given total spin S and given z-component M of the total spin form an irreducible representation of S_N. The images of the permutations then span all matrices on that space, so the surjectivity assumed of φ holds with B the full matrix algebra. One operator that commutes with the permutations of the first N − 1 electrons is the square of their total spin. The theorem says that all such operators on this finite-dimensional space commute with each other; it concerns permutation symmetry alone and involves no Hamiltonian.

The step from here to the branching diagram is a piece of representation theory that the Lean code leaves out. Suppose an irreducible representation W of S_{N−1} occurred twice in the space. Operators that mix the two copies as 2 × 2 matrices, and vanish on an invariant complement, would commute with S_{N−1} but not all with each other. So each W occurs at most once. Repeating the argument down to one electron splits the space into one-dimensional pieces, each labelled by its own path of symmetry types, which is what a standard Young tableau records. For spin functions such a path amounts to the list of total spins of the first 1, 2, …, N electrons, and the branching diagram draws these paths.

## Reflecting each cycle

Let g be a permutation. Choose a base point r on each cycle, taking a itself on the cycle of a. Every site on the cycle has the form gⁱ r for some integer i. Define

f(gⁱ r) = g⁻ⁱ r.

This does not depend on the choice of i: if gⁱ r = gʲ r, applying g⁻ⁱ⁻ʲ to both sides gives g⁻ʲ r = g⁻ⁱ r. Applying f twice restores every site, so f is a permutation and its own inverse. It fixes a, the case i = 0. For x = gⁱ r,

f(g x) = g⁻ⁱ⁻¹ r = g⁻¹ f(x),

hence f g f⁻¹ = g⁻¹. For the three-site cycle with a = 3, f is the exchange of 1 and 2.

In `exists_conj_inv_fixing`, `Classical.epsilon` picks the base point `r x` from a condition that is the same for all sites on one cycle. The integer `k x` satisfies g^(k x) (r x) = x, and `hf` is the independence of the exponent. The facts `hff`, `hfg` and `fa` are the three properties of f just derived, and `Function.Involutive.toPerm` turns f into a permutation.

## Reversal and averaging

Let reversal be the linear map

rev(∑ c_g g) = ∑ c_g g⁻¹.

The coefficients are not complex-conjugated, so this is not the Hermitian adjoint. Since (gh)⁻¹ = h⁻¹g⁻¹, linearity gives rev(xy) = rev(y) rev(x). The code obtains this in `reverse_mul` by first defining `reverseHom` as an ordinary algebra map into the algebra with opposite multiplication.

For a finite subgroup H with |H| elements, the twirl is the average

T(x) = (1/|H|) ∑ h x h⁻¹, summed over h in H.

It has three properties.

First, T(x) commutes with every k in H. Relabelling the sum by h ↦ kh gives

k T(x) = (1/|H|) ∑ (kh) x (kh)⁻¹ k = T(x) k.

This is `twirl_mem`, where `Fintype.sum_equiv` does the relabelling.

Second, if x commutes with H, every term h x h⁻¹ equals x, so T(x) = x. The lemma `map_twirl` proves this for images: if φ(x) commutes with the image of H, then φ(T(x)) = φ(x). With φ the identity map it gives the plain statement.

Third, suppose every g has some k in H with k g k⁻¹ = g⁻¹. Then

rev(T(g)) = (1/|H|) ∑ h g⁻¹ h⁻¹ = (1/|H|) ∑ (hk) g (hk)⁻¹ = T(g),

and by linearity rev(T(x)) = T(x) for every x. In `reverse_twirl`, `MonoidAlgebra.induction_on` reduces the claim to group elements, sums and scalar multiples, and the relabelling is now h ↦ hk.

## From reversal to commuting elements

Suppose again that every g has some k in H with k g k⁻¹ = g⁻¹, and let x and y commute with H. Each equals its own twirl, so each is unchanged by reversal. Their product also commutes with H, and therefore

xy = rev(xy) = rev(y) rev(x) = yx.

This is the closing `calc` of `commutant_comm`. The theorem `site_commutant_comm` applies it to the stabilizer of a, with the reflection f supplying the required k.

On three sites with site 3 fixed, the commutant is spanned by the identity, (1 2), (1 3) + (2 3) and (1 2 3) + (1 3 2). Each of these is visibly unchanged by reversal.

For the representation form, write b = φ(x) and c = φ(y), which surjectivity allows. The preimages x and y need not commute with H, but their twirls do, and the twirls have the same images b and c. Hence

bc = φ(T(x) T(y)) = φ(T(y) T(x)) = cb.

## Two fixed sites, and a map that is not onto

If two of three sites must stay in place, only the identity is left, and it cannot turn a 3-cycle into its different inverse. This is `two_fixed_sites_fail`, with the sites numbered 0, 1, 2 and the sites 0 and 1 held fixed; `decide` checks all six permutations. Commutativity is lost as well: everything commutes with the identity, so the commutant is the whole group algebra of S₃, in which (1 2)(2 3) ≠ (2 3)(1 2).

With no condition on φ, the representation form fails already for one site. Let B be the 2 × 2 complex matrices and send the only permutation to the identity matrix. Every matrix then commutes with the image of the group, yet matrices do not all commute with each other. Here the trivial representation occurs twice.
